# Each Cartesian component of a spin-1/2 squares to 1/4 in units of ħ = 1

The lemma `spin_sq` says that each of the three Cartesian components of a single electron's spin, S = σ/2 with ħ = 1, squares to 1/4 times the identity. The components are 2×2 matrices with entries in an arbitrary complex algebra `A` of orbital operators, which need not be commutative, and the identity is that of the matrix algebra. The proof specialises an earlier result, `spin_dot_sq`, which gives (S·n)² = 1/4 for a vector n whose components are commuting elements of `A` with squares summing to 1. It takes n along the `i`-th axis, with components 1 or 0, checks the two conditions on n, and then shows that S·n is just `spin i`.

The failing Lean file:

```lean
import Mathlib

open Matrix

namespace HyperfineProjection

noncomputable section

variable {A : Type*} [Ring A] [Algebra ℂ A]

/-- An orbital operator acting on two-component spinors, the same on both components. -/
def orb : A →+* Matrix (Fin 2) (Fin 2) A := Matrix.scalar (Fin 2)

/-- The electron spin `S = σ/2`, as matrices over the orbital algebra. -/
def spin : Fin 3 → Matrix (Fin 2) (Fin 2) A :=
  ![(1 / 2 : ℂ) • !![0, 1; 1, 0],
    (1 / 2 : ℂ) • !![0, (-Complex.I) • 1; Complex.I • 1, 0],
    (1 / 2 : ℂ) • !![1, 0; 0, -1]]

omit [Algebra ℂ A] in
/-- An orbital operator is block diagonal in the spin index. -/
theorem orb_eq (a : A) : orb a = !![a, 0; 0, a] := by
  ext i j
  fin_cases i <;> fin_cases j <;> simp [orb]

/-- The spin component along `n`, written out as a matrix. -/
theorem spin_dot (n : Fin 3 → A) : ∑ k, spin k * orb (n k) =
    (1 / 2 : ℂ) • !![n 2, n 0 - Complex.I • n 1; n 0 + Complex.I • n 1, -n 2] := by
  rw [Fin.sum_univ_three]
  ext i j
  fin_cases i <;> fin_cases j <;>
    simp [spin, orb_eq]
  module

/-- For a unit vector `n` with commuting components, `(S·n)² = 1/4`. -/
theorem spin_dot_sq (n : Fin 3 → A) (hc : ∀ i j, n i * n j = n j * n i)
    (hu : ∑ i, n i * n i = 1) :
    (∑ k, spin k * orb (n k)) * (∑ k, spin k * orb (n k)) = (1 / 4 : ℂ) • 1 := by
  rw [Fin.sum_univ_three] at hu
  have h00 : n 2 * n 2 + (n 0 - Complex.I • n 1) * (n 0 + Complex.I • n 1) = 1 := by
    rw [← hu]
    simp only [sub_mul, mul_add, smul_mul_assoc, mul_smul_comm, smul_sub, smul_smul,
      Complex.I_mul_I, hc 1 0]
    module
  have h01 : n 2 * (n 0 - Complex.I • n 1) + (n 0 - Complex.I • n 1) * -n 2 = 0 := by
    simp only [sub_mul, mul_sub, mul_neg, smul_mul_assoc, mul_smul_comm, hc 2 0, hc 2 1]
    module
  have h10 : (n 0 + Complex.I • n 1) * n 2 + -n 2 * (n 0 + Complex.I • n 1) = 0 := by
    simp only [add_mul, mul_add, neg_mul, smul_mul_assoc, mul_smul_comm, hc 2 0, hc 2 1]
    module
  have h11 : (n 0 + Complex.I • n 1) * (n 0 - Complex.I • n 1) + -n 2 * -n 2 = 1 := by
    rw [← hu]
    simp only [add_mul, mul_sub, neg_mul_neg, smul_mul_assoc, mul_smul_comm, smul_add,
      smul_smul, Complex.I_mul_I, hc 1 0]
    module
  rw [spin_dot, smul_mul_assoc, mul_smul_comm, smul_smul, Matrix.mul_fin_two,
    h00, h01, h10, h11, ← Matrix.one_fin_two]
  norm_num

/-- Each spin component squares to `1/4`. -/
theorem spin_sq (i : Fin 3) : (spin i * spin i : Matrix (Fin 2) (Fin 2) A) = (1 / 4 : ℂ) • 1 := by
  -- take `n` along the `i`-th axis
  have h := spin_dot_sq (fun k => if k = i then (1 : A) else 0)
    (by intro a b; dsimp only; split_ifs <;> simp) (by simp)
  have e : ∑ k, spin k * orb (if k = i then (1 : A) else 0) = spin i := by
    rw [Finset.sum_eq_single i]
    · simp
    · intro k _ hk
      simp [hk]
    · simp
  rwa [e] at h

end

end HyperfineProjection
```

Compiling this gives:

```
Main.lean:64:19: error: `dsimp` made no progress
```

Cause. The error is in the proof that the components of n commute. There n is the function `fun k => if k = i then (1 : A) else 0`, and `dsimp only` was there to replace this function applied to `a` and to `b` by the corresponding `if` expressions. Lean had already done that reduction when it put the function in place of `n` in the hypothesis `hc`, so after `intro a b` the goal was already written with the `if` expressions. `dsimp only` found nothing to simplify, and it fails when it changes nothing.

The diff's only change is to delete that step. `split_ifs` can work on the goal as it stands, splitting it according to whether `a` and `b` equal `i`, and `simp` closes the resulting cases, which are products of 0s and 1s.

Lean accepts the file once it reads:

```diff
@@ -62,5 +62,5 @@
   -- take `n` along the `i`-th axis
   have h := spin_dot_sq (fun k => if k = i then (1 : A) else 0)
-    (by intro a b; dsimp only; split_ifs <;> simp) (by simp)
+    (by intro a b; split_ifs <;> simp) (by simp)
   have e : ∑ k, spin k * orb (if k = i then (1 : A) else 0) = spin i := by
     rw [Finset.sum_eq_single i]
```
